# For a single determinant of differentiable real orbitals on a line, the same-spin conditional probability over the squared separation tends, as the separation goes to zero, to the Becke–Edgecombe curvature wherever the density is positive

The electrons of one spin are represented here by a finite family of real functions p_i on the line, and their pair density is defined directly from these functions, not derived from a many-electron wavefunction. For orthonormal functions it is the pair density of their single determinant. The reference electron sits at a point where the density is positive. Everything else, including the conditional probability and its short-range limit, is computed from that definition.

```lean
import Mathlib

open Filter Topology

namespace FermiHoleCurvature

noncomputable section

variable {ι : Type*} [Fintype ι]

/-- The same-spin electron density `ρ(x) = ∑ p_i(x)²` of real orbitals on the line. -/
def density (p : ι → ℝ → ℝ) (x : ℝ) : ℝ := ∑ i, p i x ^ 2

/-- The one-particle density matrix `γ(x, y) = ∑ p_i(x) p_i(y)`. -/
def densityMatrix (p : ι → ℝ → ℝ) (x y : ℝ) : ℝ := ∑ i, p i x * p i y

/-- The same-spin pair density, defined as `ρ(x) ρ(y) - γ(x, y)²`; for orthonormal orbitals this is
the pair density of their single determinant. -/
def pairDensity (p : ι → ℝ → ℝ) (x y : ℝ) : ℝ :=
  density p x * density p y - densityMatrix p x y ^ 2

/-- The conditional probability density of a same-spin electron at `x + s`, given one at `x`;
its domain is `ρ(x) > 0`. -/
def condProb (p : ι → ℝ → ℝ) (x s : ℝ) : ℝ := pairDensity p x (x + s) / density p x

/-- The Becke-Edgecombe curvature `∑ p_i'(x)² - ρ'(x)² / (4 ρ(x))`; its domain is `ρ(x) > 0`. -/
def curvature (p : ι → ℝ → ℝ) (x : ℝ) : ℝ :=
  ∑ i, deriv (p i) x ^ 2 - deriv (density p) x ^ 2 / (4 * density p x)

/-- Where the density is positive, the conditional probability is the density at `x + s`
minus the exchange term `γ(x, x + s)² / ρ(x)`. -/
theorem condProb_eq (p : ι → ℝ → ℝ) {x : ℝ} (hρ : 0 < density p x) (s : ℝ) :
    condProb p x s = density p (x + s) - densityMatrix p x (x + s) ^ 2 / density p x := by
  rw [condProb, pairDensity, sub_div, mul_div_cancel_left₀ _ hρ.ne']

/-- Where `ρ(x) > 0`, the conditional probability is the squared length of what remains of the
orbital values at `x + s` after their projection onto the orbital values at `x` is removed. -/
theorem condProb_eq_residual (p : ι → ℝ → ℝ) {x : ℝ} (hρ : 0 < density p x) (s : ℝ) :
    condProb p x s =
      ∑ i, (p i (x + s) - densityMatrix p x (x + s) / density p x * p i x) ^ 2 := by
  -- expand the square for an arbitrary projection coefficient
  have h : ∀ c : ℝ, ∑ i, (p i (x + s) - c * p i x) ^ 2 =
      density p (x + s) - 2 * c * densityMatrix p x (x + s) + c ^ 2 * density p x := by
    intro c
    simp only [density, densityMatrix, Finset.mul_sum]
    rw [← Finset.sum_sub_distrib, ← Finset.sum_add_distrib]
    exact Finset.sum_congr rfl fun i _ => by ring
  have hc : densityMatrix p x (x + s) / density p x * density p x =
      densityMatrix p x (x + s) := div_mul_cancel₀ _ hρ.ne'
  rw [h, condProb_eq p hρ]
  linear_combination (-(densityMatrix p x (x + s) / density p x)) * hc

/-- Where `ρ(x) > 0`, the conditional probability vanishes at `x + s` exactly when the orbital
values there are a common multiple of the orbital values at `x`. -/
theorem condProb_eq_zero_iff (p : ι → ℝ → ℝ) {x : ℝ} (hρ : 0 < density p x) (s : ℝ) :
    condProb p x s = 0 ↔ ∃ c : ℝ, ∀ i, p i (x + s) = c * p i x := by
  constructor
  · intro h
    rw [condProb_eq_residual p hρ, Finset.sum_eq_zero_iff_of_nonneg (fun i _ => sq_nonneg _)] at h
    exact ⟨_, fun i => sub_eq_zero.mp (pow_eq_zero_iff (two_ne_zero) |>.mp
      (h i (Finset.mem_univ i)))⟩
  · rintro ⟨c, hc⟩
    have h1 : density p (x + s) = c ^ 2 * density p x := by
      simp only [density, Finset.mul_sum]
      exact Finset.sum_congr rfl fun i _ => by rw [hc i]; ring
    have h2 : densityMatrix p x (x + s) = c * density p x := by
      simp only [density, densityMatrix, Finset.mul_sum]
      exact Finset.sum_congr rfl fun i _ => by rw [hc i]; ring
    have h3 : pairDensity p x (x + s) = 0 := by
      rw [pairDensity, h1, h2]
      ring
    rw [condProb, h3, zero_div]

/-- The pair density is unchanged when the orbital values at `y` are replaced by their
increments from `x` to `y`. -/
theorem pairDensity_eq_increment (p : ι → ℝ → ℝ) (x y : ℝ) :
    pairDensity p x y =
      density p x * ∑ i, (p i y - p i x) ^ 2 - (∑ i, p i x * (p i y - p i x)) ^ 2 := by
  have h1 : ∑ i, (p i y - p i x) ^ 2 =
      density p y - 2 * densityMatrix p x y + density p x := by
    simp only [density, densityMatrix, Finset.mul_sum]
    rw [← Finset.sum_sub_distrib, ← Finset.sum_add_distrib]
    exact Finset.sum_congr rfl fun i _ => by ring
  have h2 : ∑ i, p i x * (p i y - p i x) = densityMatrix p x y - density p x := by
    simp only [density, densityMatrix]
    rw [← Finset.sum_sub_distrib]
    exact Finset.sum_congr rfl fun i _ => by ring
  rw [h1, h2, pairDensity]
  ring

/-- For orbitals differentiable at `x`, the density has the derivative `ρ'(x) = 2 ∑ p_i(x) p_i'(x)`
there. -/
theorem hasDerivAt_density (p : ι → ℝ → ℝ) {x : ℝ} (hp : ∀ i, DifferentiableAt ℝ (p i) x) :
    HasDerivAt (density p) (2 * ∑ i, p i x * deriv (p i) x) x := by
  have h : density p = fun y => ∑ i, p i y * p i y := by
    funext y
    simp only [density, pow_two]
  rw [h]
  refine (HasDerivAt.fun_sum (u := Finset.univ) fun i _ =>
    (hp i).hasDerivAt.fun_mul (hp i).hasDerivAt).congr_deriv ?_
  rw [Finset.mul_sum]
  exact Finset.sum_congr rfl fun i _ => by ring

/-- For orbitals differentiable at a point of positive density, the same-spin conditional
probability is nonnegative, and divided by `s²` it tends to the Becke-Edgecombe curvature
as `s → 0`. -/
theorem condProb_nonneg_and_tendsto_curvature (p : ι → ℝ → ℝ) {x : ℝ}
    (hρ : 0 < density p x) (hp : ∀ i, DifferentiableAt ℝ (p i) x) :
    (∀ s, 0 ≤ condProb p x s) ∧
      Tendsto (fun s => condProb p x s / s ^ 2) (𝓝[≠] 0) (𝓝 (curvature p x)) := by
  refine ⟨fun s => ?_, ?_⟩
  · rw [condProb_eq_residual p hρ]
    exact Finset.sum_nonneg fun i _ => sq_nonneg _
  -- the difference quotients of the orbitals converge
  have hq : ∀ i, Tendsto (fun s => s⁻¹ * (p i (x + s) - p i x)) (𝓝[≠] 0)
      (𝓝 (deriv (p i) x)) := fun i => by
    simpa only [smul_eq_mul] using (hp i).hasDerivAt.tendsto_slope_zero
  have h1 : Tendsto (fun s => ∑ i, (s⁻¹ * (p i (x + s) - p i x)) ^ 2) (𝓝[≠] 0)
      (𝓝 (∑ i, deriv (p i) x ^ 2)) := tendsto_finsetSum _ fun i _ => (hq i).pow 2
  have h2 : Tendsto (fun s => ∑ i, p i x * (s⁻¹ * (p i (x + s) - p i x))) (𝓝[≠] 0)
      (𝓝 (∑ i, p i x * deriv (p i) x)) :=
    tendsto_finsetSum _ fun i _ => (hq i).const_mul (p i x)
  have h3 : Tendsto (fun s => ∑ i, (s⁻¹ * (p i (x + s) - p i x)) ^ 2 -
      (∑ i, p i x * (s⁻¹ * (p i (x + s) - p i x))) ^ 2 / density p x) (𝓝[≠] 0)
      (𝓝 (∑ i, deriv (p i) x ^ 2 - (∑ i, p i x * deriv (p i) x) ^ 2 / density p x)) :=
    h1.sub ((h2.pow 2).div_const _)
  -- the limit is the curvature, because `ρ' = 2 ∑ p_i p_i'`
  have hcurv : curvature p x =
      ∑ i, deriv (p i) x ^ 2 - (∑ i, p i x * deriv (p i) x) ^ 2 / density p x := by
    rw [curvature, (hasDerivAt_density p hp).deriv]
    ring
  rw [hcurv]
  refine h3.congr' ?_
  filter_upwards [self_mem_nhdsWithin] with s _
  -- pull the factor `1/s` out of both sums
  have e1 : ∑ i, (s⁻¹ * (p i (x + s) - p i x)) ^ 2 =
      s⁻¹ ^ 2 * ∑ i, (p i (x + s) - p i x) ^ 2 := by
    rw [Finset.mul_sum]
    exact Finset.sum_congr rfl fun i _ => by ring
  have e2 : ∑ i, p i x * (s⁻¹ * (p i (x + s) - p i x)) =
      s⁻¹ * ∑ i, p i x * (p i (x + s) - p i x) := by
    rw [Finset.mul_sum]
    exact Finset.sum_congr rfl fun i _ => by ring
  rw [e1, e2, condProb, pairDensity_eq_increment, sub_div, mul_div_cancel_left₀ _ hρ.ne']
  ring

/-- For the two orbitals `cos` and `sin` the conditional probability is `sin² s` and the
curvature is one, at every reference point. -/
theorem cos_sin_condProb_and_curvature (x : ℝ) :
    (∀ s, condProb ![Real.cos, Real.sin] x s = Real.sin s ^ 2) ∧
      curvature ![Real.cos, Real.sin] x = 1 := by
  have hd : density ![Real.cos, Real.sin] = fun _ => 1 := by
    funext y
    simp [density, Fin.sum_univ_two]
  refine ⟨fun s => ?_, ?_⟩
  · have hg : densityMatrix ![Real.cos, Real.sin] x (x + s) = Real.cos s := by
      have h := Real.cos_sub (x + s) x
      rw [add_sub_cancel_left] at h
      simp only [densityMatrix, Fin.sum_univ_two, Matrix.cons_val_zero, Matrix.cons_val_one]
      linarith
    rw [condProb, pairDensity, hg, hd]
    linarith [Real.sin_sq_add_cos_sq s]
  · rw [curvature, hd]
    simp [Fin.sum_univ_two]

end

end FermiHoleCurvature
```

## What is claimed at a point of positive density

Fix a reference point x. The same-spin density and the one-particle density matrix are

ρ(x) = Σ_i p_i(x)²

γ(x, y) = Σ_i p_i(x) p_i(y)

and the pair density is ρ(x)ρ(y) − γ(x, y)². Dividing it by ρ(x) gives the probability density P(s) for finding another electron of the same spin at x + s, given that one is at x. For N orthonormal orbitals it integrates over s to N − 1, the number of other electrons of that spin, and not to 1. Written out, it is

P(s) = ρ(x+s) − γ(x, x+s)² / ρ(x)

The main theorem, `condProb_nonneg_and_tendsto_curvature`, has two hypotheses: ρ(x) > 0, and every p_i is differentiable at x. It concludes that P(s) ≥ 0 for every real s, and that

P(s)/s² → Σ_i p_i'(x)² − ρ'(x)² / (4ρ(x)) as s → 0, s ≠ 0.

The right-hand side is the Becke–Edgecombe curvature in its one-dimensional form. It is the coefficient of s² in P(s), so it is half the second derivative of P at s = 0 when that derivative exists. No second derivative is needed, and the orbitals may be discontinuous away from x.

## How the definitions carry the physics

The index type `ι` labels the occupied orbitals of one spin, and `p : ι → ℝ → ℝ` assigns to each label a real function of position. The functions `density`, `densityMatrix` and `pairDensity` are the three expressions above. `condProb p x s` is P(s), defined as a quotient; the lemma `condProb_eq` recovers the form with ρ(x+s) and the exchange term. In `curvature`, the derivatives are those of the orbitals and of the density itself, so the relation between ρ' and the p_i' has to be proved.

The hypothesis `hρ : 0 < density p x` says that an electron can be found at the reference point, which is what makes conditioning on its presence meaningful. The hypothesis `hp` gives each orbital a slope there. The filter `𝓝[≠] 0` lets s approach zero from both sides without taking the value zero.

Orthonormality is not assumed. For orthonormal p_i, ρ(x)ρ(y) − γ(x, y)² is the pair density of the normalised single determinant built from them; the inequality and the limit are algebra and calculus that hold without that assumption. Correlated wavefunctions, complex orbitals and opposite-spin pairs are not covered. In three dimensions the conditional probability is usually averaged over a small sphere, which brings in a factor 1/3; on the line there is no angular average and no such factor.

For a single determinant in this one-dimensional model, the curvature measures how quickly same-spin electrons become likely near the reference electron, and its three-dimensional analogue is the quantity that the electron localisation function compares with a uniform-gas reference. A small value means that another electron of the same spin is unlikely to be found very close to the reference electron. A low density alone can make the value small, so the curvature is compared with that of a uniform gas of the same density before it is read as a sign of localisation.

With a single orbital, P(s) is zero for every s and the curvature is zero as well, as it should be when there is no second electron of that spin.

## Nonnegativity from a projection

Treat the orbital values at x and at x + s as two lists of numbers. Subtract c times the first list from the second and sum the squares:

Σ_i (p_i(x+s) − c p_i(x))² = ρ(x+s) − 2cγ(x, x+s) + c²ρ(x)

Now choose the projection coefficient c = γ(x, x+s)/ρ(x). The last two terms become −2γ²/ρ(x) + γ²/ρ(x) = −γ²/ρ(x), with γ short for γ(x, x+s), and therefore

P(s) = Σ_i (p_i(x+s) − c p_i(x))² ≥ 0.

This is `condProb_eq_residual`. Its internal statement `h` is the expansion for arbitrary c, and `hc` is the identity cρ(x) = γ for the chosen coefficient. After both sides are rewritten with `h` and `condProb_eq`, `linear_combination` closes the goal with a multiple of `hc`. The main theorem then obtains nonnegativity from `Finset.sum_nonneg`, since each term is a square. This half uses ρ(x) > 0 but not differentiability.

The same formula settles when P(s) vanishes. A sum of real squares is zero only if every term is zero, so P(s) = 0 forces p_i(x+s) = c p_i(x) for all i. Conversely, if the values at x + s are c times those at x, then ρ(x+s) = c²ρ(x) and γ = cρ(x), and the pair density is

ρ(x) · c²ρ(x) − (cρ(x))² = 0.

The lemma `condProb_eq_zero_iff` proves both directions. At s = 0 the lists coincide, which gives the Pauli result P(0) = 0.

## The pair density in terms of increments

To find the behaviour near s = 0, write d_i = p_i(y) − p_i(x). Expanding gives

Σ_i d_i² = ρ(y) − 2γ(x, y) + ρ(x)

Σ_i p_i(x) d_i = γ(x, y) − ρ(x)

Multiply the first line by ρ(x) and subtract the square of the second:

ρ(x)ρ(y) − 2ρ(x)γ(x, y) + ρ(x)² − γ(x, y)² + 2ρ(x)γ(x, y) − ρ(x)² = ρ(x)ρ(y) − γ(x, y)²

The pair density therefore keeps its value when the orbital values at y are replaced by their increments from x. This is `pairDensity_eq_increment`, where `h1` and `h2` are the two expansions and `ring` performs the cancellation. It needs neither hypothesis.

Set y = x + s, divide by ρ(x), and then divide by s² for s ≠ 0:

P(s)/s² = Σ_i (d_i/s)² − (Σ_i p_i(x) d_i/s)² / ρ(x)

Only difference quotients and fixed numbers remain. A second-order Taylor expansion of P(s) gives the same coefficient for twice differentiable orbitals, with the terms in p_i'' cancelling; in the increment form these terms never appear.

## Taking the limit

Each quotient d_i/s tends to p_i'(x). Finite sums, products and division by the fixed positive number ρ(x) preserve limits, so

P(s)/s² → Σ_i p_i'(x)² − (Σ_i p_i(x) p_i'(x))² / ρ(x).

The product rule applied to ρ = Σ_i p_i² gives

ρ'(x) = 2 Σ_i p_i(x) p_i'(x),

so the squared sum is ρ'(x)²/4, and the limit becomes the stated curvature.

In the Lean proof, `hq` is the convergence of the difference quotients, obtained from `tendsto_slope_zero`. The statements `h1` and `h2` take the limits of the two sums, and `h3` assembles them. The product-rule formula is `hasDerivAt_density`, and `hcurv` uses it to rewrite the curvature as the limit found in `h3`. Finally, `e1` and `e2` pull the factors of 1/s out of the sums, after which `pairDensity_eq_increment` identifies the resulting expression with P(s)/s². The step `h3.congr'` transfers the limit across this identity.

The limit also shows that the curvature is nonnegative, because it is a limit of nonnegative numbers. In atomic units, half of it is the positive kinetic energy density ½ Σ_i p_i'² minus the von Weizsäcker term ρ'²/(8ρ).

## Cosine and sine as two orbitals

For p_1 = cos and p_2 = sin, which Lean stores as `![Real.cos, Real.sin]` with indices 0 and 1, the density is 1 everywhere. The density matrix is

γ(x, x+s) = cos x cos(x+s) + sin x sin(x+s) = cos s,

so P(s) = 1 − cos² s = sin² s. The squared derivatives add up to sin² x + cos² x = 1 and ρ' = 0, so the curvature is 1 at every x. The theorem `cos_sin_condProb_and_curvature` records both values. Its proof obtains the density matrix from the cosine subtraction formula and the conditional probability from sin² s + cos² s = 1.

These functions are not normalised. On a ring of circumference 2π the normalised orbitals are cos x/√π and sin x/√π, for which P(s) = sin² s/π and the curvature is 1/π. Integrated once around the ring, this P(s) gives 1, the one other electron of the pair.

## An orbital with a cusp too sharp for the limit

Suppose that differentiability at x is given up while ρ(x) > 0 is kept. Take x = 0 with the two orbitals p_1(y) = 1 and p_2(y) = √|y|. Then ρ(0) = 1, ρ(s) = 1 + |s| and γ(0, s) = 1, so

P(s) = 1 + |s| − 1 = |s|

P(s)/s² = 1/|s| for s ≠ 0.

The conditional probability is still nonnegative, but the quotient grows without bound as s → 0. The second orbital has no finite slope at the origin, and there is no finite curvature for the quotient to approach. This is a mathematical counterexample, not a physical state: p_2'(y)² = 1/(4|y|) is not integrable near the origin, so p_2 has infinite kinetic energy.

```lean
#print axioms FermiHoleCurvature.condProb_eq_zero_iff
#print axioms FermiHoleCurvature.condProb_nonneg_and_tendsto_curvature
#print axioms FermiHoleCurvature.cos_sin_condProb_and_curvature
```

```
'FermiHoleCurvature.condProb_eq_zero_iff' depends on axioms: [propext, Classical.choice, Quot.sound]
'FermiHoleCurvature.condProb_nonneg_and_tendsto_curvature' depends on axioms: [propext, Classical.choice, Quot.sound]
'FermiHoleCurvature.cos_sin_condProb_and_curvature' depends on axioms: [propext, Classical.choice, Quot.sound]
```
